# Finite linear combinations of s-type Gaussians with one fixed exponent approximate any continuous real function uniformly on a compact region

A p orbital changes sign across a plane through its nucleus, while an s-type Gaussian is positive everywhere and spherically symmetric about its centre. Differences of displaced s-type Gaussians can imitate the p shape. How far does this go if every Gaussian has the same width and only the centres and coefficients are free?

## Gaussians and exponentials

Positions x and centres A are vectors in a real inner product space E, of which ℝᵈ is the case of interest.

```lean
import Mathlib

open Real

namespace GaussianDensity

noncomputable section

variable {E : Type*} [NormedAddCommGroup E] [InnerProductSpace ℝ E]
```

The s-type Gaussian with exponent a is exp(-a‖x-A‖²), without normalisation. In ℝᵈ with a > 0, the normalised function is (2a/π)^(d/4) exp(-a‖x-A‖²). For a shared exponent this prefactor is common to all terms and can be absorbed into the coefficients.

```lean
/-- The unnormalised s-type Gaussian with exponent `a` and centre `A`. -/
def gaussian (a : ℝ) (A x : E) : ℝ := exp (-a * ‖x - A‖ ^ 2)
```

The solutions also use the exponentials exp(2a⟨A,x⟩), regarded as continuous functions on a region X.

```lean
/-- The exponential `exp (2a⟨A, x⟩)` as a continuous function on the region `X`. -/
def expWeight (a : ℝ) (X : Set E) (A : E) : C(X, ℝ) :=
  ⟨fun x => exp (2 * a * inner ℝ A (x : E)), by fun_prop⟩
```

Let the allowed centres form a set L that contains 0 and is closed under addition, an `AddSubmonoid` in Lean. The centre 0 gives the constant function 1, and multiplying the exponentials for A and B gives the one for A + B. The family is therefore closed under products.

```lean
/-- The exponentials `exp (2a⟨A, x⟩)` with `A` in `L`, as a monoid under pointwise
multiplication. -/
def expMonoid (a : ℝ) (X : Set E) (L : AddSubmonoid E) : Submonoid C(X, ℝ) where
  carrier := {g | ∃ A ∈ L, g = expWeight a X A}
  one_mem' := ⟨0, L.zero_mem, by ext x; simp [expWeight]⟩
  mul_mem' := by
    rintro _ _ ⟨A, hA, rfl⟩ ⟨B, hB, rfl⟩
    refine ⟨A + B, L.add_mem hA hB, ?_⟩
    ext x
    simp [expWeight, inner_add_left, mul_add, Real.exp_add]
```

## (a) Factoring a displaced Gaussian

**Task.** Separate a Gaussian centred at A into a Gaussian at the origin, an exponential of ⟨A,x⟩ and a constant:

exp(-a‖x-A‖²) = exp(-a‖x‖²) · exp(2a⟨A,x⟩) · exp(-a‖A‖²)

**Solution.** Expand the square,

‖x-A‖² = ‖x‖² - 2⟨A,x⟩ + ‖A‖²,

multiply by -a and exponentiate. In Lean, `norm_sub_sq_real` expands the square and `ring` compares the exponents.

```lean
/-- A Gaussian centred at `A` is a Gaussian at the origin times an exponential of `⟨A, x⟩`
times a constant. -/
theorem gaussian_factor (a : ℝ) (A x : E) :
    gaussian a A x =
      exp (-a * ‖x‖ ^ 2) * exp (2 * a * inner ℝ A x) * exp (-a * ‖A‖ ^ 2) := by
  unfold gaussian
  rw [← Real.exp_add, ← Real.exp_add, norm_sub_sq_real, real_inner_comm A x]
  congr 1
  ring
```

## (b) Approximation with centres from L

**Task.** Let a > 0, let X be compact and let f be real and continuous on X. Suppose that for any two distinct points x, y of X some A in L has ⟨A,x⟩ ≠ ⟨A,y⟩. Show that for every ε > 0 there are finitely many coefficients cᵢ and centres Aᵢ in L with

|f(x) - Σᵢ cᵢ exp(-a‖x-Aᵢ‖²)| < ε for all x in X.

**Solution.** The linear combinations of the exponentials form an algebra, because products of exponentials are again exponentials, and it contains the constants. It separates the points of X: if ⟨A,x⟩ ≠ ⟨A,y⟩, then exp(2a⟨A,x⟩) ≠ exp(2a⟨A,y⟩), since a ≠ 0.

By the Stone–Weierstrass theorem, such an algebra approximates every continuous real function on X uniformly. Apply this to F(x) = exp(a‖x‖²) f(x). There is a function

g(x) = Σᵢ kᵢ exp(2a⟨Aᵢ,x⟩)

with |g(x) - F(x)| < ε on X. Multiply g by exp(-a‖x‖²) and use (a):

exp(-a‖x‖²) g(x) = Σᵢ kᵢ exp(a‖Aᵢ‖²) exp(-a‖x-Aᵢ‖²)

This is a Gaussian expansion with cᵢ = kᵢ exp(a‖Aᵢ‖²). Its error is

|f(x) - exp(-a‖x‖²) g(x)| = exp(-a‖x‖²) |F(x) - g(x)| ≤ |F(x) - g(x)| < ε.

In the Lean statement, `Fin n` indexes the n terms, and `ContinuousOn f X` asks for continuity only on X. The proof takes Stone–Weierstrass from Mathlib. `hsep` is the separation argument, `hspan` identifies the algebra with the linear span, `hsum` restores the Gaussian factor, and `hdiff` with `hle` gives the error estimate. The theorem bounds neither n nor the coefficients, and it does not control the expansion away from X.

```lean
/-- On a compact region, Gaussians of one fixed exponent approximate every continuous function
uniformly, with centres taken from any additive monoid `L` whose inner products distinguish the
points of the region. -/
theorem gaussian_dense_of_separating {a : ℝ} (ha : 0 < a) (L : AddSubmonoid E)
    {X : Set E} (hX : IsCompact X)
    (hL : ∀ x ∈ X, ∀ y ∈ X, x ≠ y → ∃ A ∈ L, inner ℝ A x ≠ inner ℝ A y)
    {f : E → ℝ} (hf : ContinuousOn f X) {ε : ℝ} (hε : 0 < ε) :
    ∃ (n : ℕ) (c : Fin n → ℝ) (A : Fin n → E), (∀ i, A i ∈ L) ∧
      ∀ x ∈ X, |f x - ∑ i, c i * gaussian a (A i) x| < ε := by
  have : CompactSpace X := isCompact_iff_compactSpace.mp hX
  -- the algebra generated by the exponentials separates points
  have hsep : (Algebra.adjoin ℝ (expMonoid a X L : Set C(X, ℝ))).SeparatesPoints := by
    intro x y hxy
    obtain ⟨A, hA, hne⟩ := hL x x.2 y y.2 (fun h => hxy (Subtype.ext h))
    refine ⟨_, ⟨expWeight a X A, Algebra.subset_adjoin ⟨A, hA, rfl⟩, rfl⟩, fun h => hne ?_⟩
    have h' : 2 * a * inner ℝ A (x : E) = 2 * a * inner ℝ A (y : E) := Real.exp_injective h
    exact mul_left_cancel₀ (by positivity : 2 * a ≠ 0) h'
  have hF : Continuous (fun x : X => f x) := continuousOn_iff_continuous_domRestrict.mp hf
  have hG : Continuous (fun x : X => exp (a * ‖(x : E)‖ ^ 2)) := by fun_prop
  -- Stone-Weierstrass for the function with the Gaussian envelope divided out
  obtain ⟨g, hg⟩ :=
    ContinuousMap.exists_mem_subalgebra_near_continuous_of_separatesPoints _ hsep
      (fun x : X => exp (a * ‖(x : E)‖ ^ 2) * f x) (hG.mul hF) ε hε
  have hspan : (g : C(X, ℝ)) ∈ Submodule.span ℝ (expMonoid a X L : Set C(X, ℝ)) := by
    have h := g.2
    rw [← Subalgebra.mem_toSubmodule, Algebra.adjoin_eq_span, Submonoid.closure_eq] at h
    exact h
  obtain ⟨n, k, u, hu⟩ := Submodule.mem_span_set'.mp hspan
  have hu' : ∀ i, ∃ A ∈ L, (u i : C(X, ℝ)) = expWeight a X A := fun i => (u i).2
  choose A hA hAe using hu'
  refine ⟨n, fun i => k i * exp (a * ‖A i‖ ^ 2), A, hA, fun x hx => ?_⟩
  show |f x - ∑ i, k i * exp (a * ‖A i‖ ^ 2) * gaussian a (A i) x| < ε
  have hgx : (g : C(X, ℝ)) ⟨x, hx⟩ = ∑ i, k i * exp (2 * a * inner ℝ (A i) x) := by
    rw [← hu, ContinuousMap.sum_apply]
    refine Finset.sum_congr rfl fun i _ => ?_
    rw [ContinuousMap.smul_apply, hAe i]
    rfl
  have hinv : ∀ y : E, exp (-a * ‖y‖ ^ 2) * exp (a * ‖y‖ ^ 2) = 1 := by
    intro y
    rw [← Real.exp_add, show -a * ‖y‖ ^ 2 + a * ‖y‖ ^ 2 = 0 by ring, Real.exp_zero]
  -- restoring the envelope turns exponentials into Gaussians
  have hsum : ∑ i, k i * exp (a * ‖A i‖ ^ 2) * gaussian a (A i) x
      = exp (-a * ‖x‖ ^ 2) * (g : C(X, ℝ)) ⟨x, hx⟩ := by
    rw [hgx, Finset.mul_sum]
    refine Finset.sum_congr rfl fun i _ => ?_
    rw [gaussian_factor]
    linear_combination
      (k i * exp (-a * ‖x‖ ^ 2) * exp (2 * a * inner ℝ (A i) x)) * hinv (A i)
  have hle : exp (-a * ‖x‖ ^ 2) ≤ 1 :=
    Real.exp_le_one_iff.mpr (by nlinarith [mul_nonneg ha.le (sq_nonneg ‖x‖)])
  have hnear : |(g : C(X, ℝ)) ⟨x, hx⟩ - exp (a * ‖x‖ ^ 2) * f x| < ε := hg ⟨x, hx⟩
  have hdiff : f x - exp (-a * ‖x‖ ^ 2) * (g : C(X, ℝ)) ⟨x, hx⟩
      = -(exp (-a * ‖x‖ ^ 2) * ((g : C(X, ℝ)) ⟨x, hx⟩ - exp (a * ‖x‖ ^ 2) * f x)) := by
    linear_combination (-f x) * hinv x
  -- the envelope is at most one, so the error does not grow
  rw [hsum, hdiff, abs_neg, abs_mul, abs_of_pos (Real.exp_pos _)]
  exact lt_of_le_of_lt (mul_le_of_le_one_left (abs_nonneg _) hle) hnear
```

## (c) Centres anywhere in space

**Task.** Remove the condition on L by allowing every vector as a centre. For a > 0, X compact, f continuous on X and ε > 0, obtain

|f(x) - Σᵢ cᵢ exp(-a‖x-Aᵢ‖²)| < ε for all x in X, with Aᵢ in E.

**Solution.** For distinct x and y, take A = x - y. Then

⟨A,x⟩ - ⟨A,y⟩ = ‖x-y‖² > 0,

so the condition in (b) holds. Lean uses `⊤`, the whole space, for L.

For electronic structure, this means that floating s-type Gaussians of a single exponent can reproduce any continuous real orbital on a closed, bounded region to any pointwise accuracy. It makes no statement about derivatives or energies.

```lean
/-- On a compact region, every continuous function is uniformly approximated by finite
combinations of Gaussians that share one prescribed exponent and differ only in their centres. -/
theorem gaussian_dense {a : ℝ} (ha : 0 < a) {X : Set E} (hX : IsCompact X)
    {f : E → ℝ} (hf : ContinuousOn f X) {ε : ℝ} (hε : 0 < ε) :
    ∃ (n : ℕ) (c : Fin n → ℝ) (A : Fin n → E),
      ∀ x ∈ X, |f x - ∑ i, c i * gaussian a (A i) x| < ε := by
  obtain ⟨n, c, A, -, h⟩ := gaussian_dense_of_separating ha (⊤ : AddSubmonoid E) hX
    (fun x _ y _ hxy => ⟨x - y, AddSubmonoid.mem_top _, fun h => hxy (by
      have h0 : inner ℝ (x - y) (x - y) = 0 := by rw [inner_sub_right, h, sub_self]
      exact sub_eq_zero.mp (inner_self_eq_zero.mp h0))⟩) hf hε
  exact ⟨n, c, A, h⟩
```

## (d) Centres on a cubic grid

**Task.** In ℝᵈ, fix a spacing h > 0 and allow only centres whose coordinates are integer multiples of h. Under the other assumptions of (c), show that

|f(x) - Σᵢ cᵢ exp(-a‖x-Aᵢ‖²)| < ε for all x in X, with every Aᵢ on the grid.

**Solution.** The grid contains 0 and is closed under addition. Distinct points x and y differ in some coordinate j. With eⱼ the unit vector along that axis, the grid point heⱼ satisfies

⟨heⱼ,x⟩ = h xⱼ ≠ h yⱼ = ⟨heⱼ,y⟩,

and (b) applies. In Lean, `m` holds the integer coordinates of this grid point and `hin` computes the inner product. The grid points used may lie outside X.

```lean
/-- The points of the cubic grid with spacing `h` in `d` dimensions. -/
def grid (d : ℕ) (h : ℝ) : AddSubmonoid (EuclideanSpace ℝ (Fin d)) where
  carrier := {A | ∃ m : Fin d → ℤ, ∀ j, A j = h * m j}
  zero_mem' := ⟨0, fun j => by simp⟩
  add_mem' := by
    rintro A B ⟨m, hm⟩ ⟨k, hk⟩
    refine ⟨m + k, fun j => ?_⟩
    simp [hm j, hk j, mul_add]

/-- Gaussians of one fixed exponent centred on the points of a cubic grid of any fixed spacing
approximate every continuous function uniformly on a compact region of `d`-dimensional space. -/
theorem grid_gaussian_dense {d : ℕ} {a h : ℝ} (ha : 0 < a) (hh : 0 < h)
    {X : Set (EuclideanSpace ℝ (Fin d))} (hX : IsCompact X)
    {f : EuclideanSpace ℝ (Fin d) → ℝ} (hf : ContinuousOn f X) {ε : ℝ} (hε : 0 < ε) :
    ∃ (n : ℕ) (c : Fin n → ℝ) (A : Fin n → EuclideanSpace ℝ (Fin d)),
      (∀ i, A i ∈ grid d h) ∧ ∀ x ∈ X, |f x - ∑ i, c i * gaussian a (A i) x| < ε := by
  refine gaussian_dense_of_separating ha (grid d h) hX (fun x _ y _ hxy => ?_) hf hε
  -- two distinct points differ in some coordinate `j`; use the grid point on that axis
  obtain ⟨j, hj⟩ : ∃ j, x j ≠ y j := by
    by_contra hcon
    push Not at hcon
    exact hxy (by ext j; exact hcon j)
  let m : Fin d → ℤ := fun k => if k = j then 1 else 0
  have hin : ∀ z : EuclideanSpace ℝ (Fin d),
      inner ℝ (WithLp.toLp 2 (fun k => h * (m k : ℝ)) : EuclideanSpace ℝ (Fin d)) z
        = h * z j := by
    intro z
    simp [PiLp.inner_apply, m, mul_comm]
  refine ⟨WithLp.toLp 2 (fun k => h * (m k : ℝ)), ⟨m, fun k => rfl⟩, ?_⟩
  rw [hin, hin]
  exact fun hc => hj (mul_left_cancel₀ hh.ne' hc)
```

## (e) The error of a single centre

**Task.** Put all Gaussians on one centre A, but allow any real exponents bᵢ. Show that for every vector v, at least one of the points x = A + v and x = A - v satisfies

‖v‖² ≤ |⟨v,x-A⟩ - Σᵢ cᵢ exp(-bᵢ‖x-A‖²)|.

**Solution.** Both points are at distance ‖v‖ from A, so the expansion has the same value S at both. The linear function, which for v ≠ 0 has the angular dependence of a p orbital along v, equals ‖v‖² at A + v and -‖v‖² at A - v. If S ≤ 0, the error at A + v is ‖v‖² - S ≥ ‖v‖². If S ≥ 0, the error at A - v is ‖v‖² + S ≥ ‖v‖². Lean makes the same case distinction with `le_total`.

For v ≠ 0 the bound is positive, and adding exponents on the same centre does not lower it.

```lean
/-- An expansion in s-type Gaussians about a single centre `A`, with any exponents, differs from
the linear function `⟨v, x - A⟩` by at least `‖v‖²` at one of the two points `A + v`, `A - v`. -/
theorem one_centre_error (A v : E) {n : ℕ} (c b : Fin n → ℝ) :
    ∃ x ∈ ({A + v, A - v} : Set E),
      ‖v‖ ^ 2 ≤ |inner ℝ v (x - A) - ∑ i, c i * gaussian (b i) A x| := by
  have e1 : A + v - A = v := by abel
  have e2 : A - v - A = -v := by abel
  -- the expansion takes the same value at both points
  rcases le_total (∑ i, c i * exp (-b i * ‖v‖ ^ 2)) 0 with hS | hS
  · refine ⟨A + v, Or.inl rfl, ?_⟩
    simp only [gaussian, e1, real_inner_self_eq_norm_sq]
    exact le_trans (by linarith) (le_abs_self _)
  · refine ⟨A - v, Or.inr rfl, ?_⟩
    simp only [gaussian, e2, norm_neg, inner_neg_right, real_inner_self_eq_norm_sq]
    exact le_trans (by linarith) (neg_le_abs _)

end

end GaussianDensity
```

```lean
#print axioms GaussianDensity.gaussian_dense
#print axioms GaussianDensity.grid_gaussian_dense
#print axioms GaussianDensity.one_centre_error
```

```
'GaussianDensity.gaussian_dense' depends on axioms: [propext, Classical.choice, Quot.sound]
'GaussianDensity.grid_gaussian_dense' depends on axioms: [propext, Classical.choice, Quot.sound]
'GaussianDensity.one_centre_error' depends on axioms: [propext, Classical.choice, Quot.sound]
```

## Letting the exponents vary

The statement could also have been modelled with a separate positive exponent for each term. The product of two Gaussians is a constant times a third Gaussian whose exponent is the sum of the two, so the span of all Gaussians is itself an algebra. A version of Stone–Weierstrass for algebras without constants then applies directly, and no factor has to be divided out. The conclusion would be weaker, because the exponents could no longer be prescribed.
